# The hopping term a_p* a_q shifts the weighted fermion number N_w by w_p − w_q

For finitely many fermionic modes with annihilation operators a_j and real weights w_j, the operator N_w = Σ_j w_j a_j* a_j satisfies

[N_w, a_p* a_q] = (w_p − w_q) a_p* a_q.

In a nonzero algebra, it follows that a hopping operator Σ_pq h_pq a_p* a_q commutes with N_w exactly when every nonzero h_pq joins modes of equal weight. All weights equal to 1 give the electron number; weights +1/2 on spin-up and −1/2 on spin-down orbitals give the spin projection along the quantisation axis, in units of ℏ. For a Hamiltonian of this one-body form on finitely many spin orbitals, this tells a quantum simulation which of these two quantities is conserved for every initial state.

Write [x, y] = xy − yx and {x, y} = xy + yx, with δ_pq equal to 1 if p = q and 0 otherwise. The finite type `ι` labels the modes, and the operators live in a complex algebra `A` with an adjoint operation `star`, written * here.

```lean
import Mathlib

open Finset

namespace WeightedNumberSymmetry

noncomputable section

variable {ι A : Type*} [Fintype ι] [DecidableEq ι] [Ring A] [StarRing A] [Algebra ℂ A]
```

The modes obey the canonical anticommutation relations, which express Fermi statistics for an orthonormal set of orbitals:

{a_p, a_q} = 0,  {a_p, a_q*} = δ_pq.

They are assumed, as the two fields of `IsCAR`.

```lean
/-- The canonical anticommutation relations for a family of fermionic annihilation operators. -/
structure IsCAR {ι A : Type*} [DecidableEq ι] [Ring A] [StarRing A] (a : ι → A) : Prop where
  anti : ∀ p q, a p * a q + a q * a p = 0
  mixed : ∀ p q, a p * star (a q) + star (a q) * a p = if p = q then 1 else 0
```

The operator N_w is `charge a w`.

```lean
/-- The weighted number operator `N_w = ∑ w_j a_j* a_j`. -/
def charge (a : ι → A) (w : ι → ℝ) : A :=
  ∑ j, (w j : ℂ) • (star (a j) * a j)
```

`HasCharge N x c` says that [N, x] = c x: x sends an eigenvector of N with eigenvalue n either to zero or to an eigenvector with eigenvalue n + c.

```lean
/-- The operator `x` changes the quantity `N` by the amount `c`: `[N, x] = c x`. -/
def HasCharge (N x : A) (c : ℝ) : Prop :=
  N * x - x * N = (c : ℂ) • x
```

The one-body operator H = Σ_pq h_pq a_p* a_q is `hopping a h`. A physical Hamiltonian has a Hermitian matrix h, but the results hold for any complex h. Diagonal entries h_pp, which multiply the occupation numbers a_p* a_p, are included.

```lean
/-- The one-body (hopping) operator `∑ h_pq a_p* a_q`. -/
def hopping (a : ι → A) (h : ι → ι → ℂ) : A :=
  ∑ p, ∑ q, h p q • (star (a p) * a q)
```

## (a) N_w is self-adjoint

Show that N_w* = N_w.

The adjoint reverses products, so (a_j* a_j)* = a_j* a_j, and the real weights are unchanged by complex conjugation. The anticommutation relations are not needed. The assumption `StarModule ℂ A` says that the adjoint conjugates complex scalars; the simplifier then applies these rules term by term.

```lean
omit [DecidableEq ι] in
/-- The weighted number operator is self-adjoint. -/
theorem charge_selfAdjoint [StarModule ℂ A] (a : ι → A) (w : ι → ℝ) :
    star (charge a w) = charge a w := by
  simp only [charge, star_sum, star_smul, star_mul, star_star, Complex.star_def,
    Complex.conj_ofReal]
```

## (b) A creation operator adds w_p

Show that [N_w, a_p*] = w_p a_p*.

Adding and subtracting a_j* a_p* a_j gives

[a_j* a_j, a_p*] = a_j* {a_j, a_p*} − {a_j*, a_p*} a_j = δ_jp a_p*.

The second anticommutator vanishes because it is the adjoint of {a_p, a_j} = 0. Multiplying by w_j and summing over j leaves w_p a_p*. In the proof, `hstar` is the adjoint relation, `e` the rearrangement and `key` the commutator for a single mode j.

```lean
/-- Creating a particle in mode `p` raises `N_w` by `w_p`. -/
theorem creation_charge {a : ι → A} (ha : IsCAR a) (w : ι → ℝ) (p : ι) :
    HasCharge (charge a w) (star (a p)) (w p) := by
  have hstar : ∀ j, star (a j) * star (a p) + star (a p) * star (a j) = 0 := by
    intro j
    have h := congrArg star (ha.anti p j)
    simpa only [star_add, star_mul, star_zero] using h
  -- only the mode `p` itself contributes
  have key : ∀ j, star (a j) * a j * star (a p) - star (a p) * (star (a j) * a j)
      = if j = p then star (a p) else 0 := by
    intro j
    have e : star (a j) * a j * star (a p) - star (a p) * (star (a j) * a j)
        = star (a j) * (a j * star (a p) + star (a p) * a j)
          - (star (a j) * star (a p) + star (a p) * star (a j)) * a j := by
      noncomm_ring
    rw [e, ha.mixed, hstar]
    split_ifs with h
    · simp [h]
    · simp
  unfold HasCharge charge
  simp only [Finset.sum_mul, Finset.mul_sum, ← Finset.sum_sub_distrib, smul_mul_assoc,
    mul_smul_comm, ← smul_sub, key]
  simp [smul_ite]
```

## (c) An annihilation operator removes w_p

Show that [N_w, a_p] = −w_p a_p.

The same rearrangement gives

[a_j* a_j, a_p] = a_j* {a_j, a_p} − {a_p, a_j*} a_j = −δ_pj a_p,

and the weighted sum is −w_p a_p. The proof follows (b), with both anticommutators now taken directly from `IsCAR`.

```lean
/-- Removing a particle from mode `p` lowers `N_w` by `w_p`. -/
theorem annihilation_charge {a : ι → A} (ha : IsCAR a) (w : ι → ℝ) (p : ι) :
    HasCharge (charge a w) (a p) (-w p) := by
  have key : ∀ j, star (a j) * a j * a p - a p * (star (a j) * a j)
      = if p = j then -a p else 0 := by
    intro j
    have e : star (a j) * a j * a p - a p * (star (a j) * a j)
        = star (a j) * (a j * a p + a p * a j)
          - (a p * star (a j) + star (a j) * a p) * a j := by
      noncomm_ring
    rw [e, ha.mixed, ha.anti]
    split_ifs with h
    · simp [h]
    · simp
  unfold HasCharge charge
  simp only [Finset.sum_mul, Finset.mul_sum, ← Finset.sum_sub_distrib, smul_mul_assoc,
    mul_smul_comm, ← smul_sub, key]
  simp [smul_ite]
```

## (d) Charges add in a product

Let [N, x] = c x and [N, y] = d y. Show that [N, xy] = (c + d) xy.

By the product rule for commutators,

[N, xy] = [N, x] y + x [N, y] = c xy + d xy.

The two steps of the `calc` block are these two equalities. Here N can be any element of the algebra.

```lean
omit [StarRing A] in
/-- The charges of two operators add when the operators are multiplied. -/
theorem HasCharge.mul {N x y : A} {c d : ℝ} (hx : HasCharge N x c) (hy : HasCharge N y d) :
    HasCharge N (x * y) (c + d) := by
  unfold HasCharge at *
  calc N * (x * y) - x * y * N = (N * x - x * N) * y + x * (N * y - y * N) := by
        noncomm_ring
    _ = ((c + d : ℝ) : ℂ) • (x * y) := by
        rw [hx, hy, smul_mul_assoc, mul_smul_comm, ← add_smul, Complex.ofReal_add]
```

## (e) The commutator with a hopping term

Find [N_w, a_p* a_q].

By (b) and (c) the factors carry charges w_p and −w_q. By (d),

[N_w, a_p* a_q] = (w_p − w_q) a_p* a_q.

The Lean statement writes out the commutator, and its proof combines the three earlier results in the same way.

```lean
/-- Hopping from mode `q` to mode `p` obeys `[N_w, a_p* a_q] = (w_p - w_q) a_p* a_q`. -/
theorem hop_commutator {a : ι → A} (ha : IsCAR a) (w : ι → ℝ) (p q : ι) :
    charge a w * (star (a p) * a q) - star (a p) * a q * charge a w
      = ((w p - w q : ℝ) : ℂ) • (star (a p) * a q) := by
  have h := (creation_charge ha w p).mul (annihilation_charge ha w q)
  rw [← sub_eq_add_neg] at h
  exact h
```

## (f) The charge of a two-body term

Find the charge of a_p* a_q* a_r a_s, the form in which electron repulsion enters a Hamiltonian.

Using (d) three times gives

[N_w, a_p* a_q* a_r a_s] = (w_p + w_q − w_r − w_s) a_p* a_q* a_r a_s.

The term therefore commutes with N_w whenever w_p + w_q = w_r + w_s.

```lean
/-- A two-body term `a_p* a_q* a_r a_s` changes `N_w` by `w_p + w_q - w_r - w_s`. -/
theorem two_body_charge {a : ι → A} (ha : IsCAR a) (w : ι → ℝ) (p q r s : ι) :
    HasCharge (charge a w) (star (a p) * star (a q) * a r * a s)
      (w p + w q - w r - w s) := by
  have h := (((creation_charge ha w p).mul (creation_charge ha w q)).mul
    (annihilation_charge ha w r)).mul (annihilation_charge ha w s)
  simpa only [← sub_eq_add_neg] using h
```

## (g) Reading off an amplitude

Show that {[a_r, H], a_s*} = h_rs 1.

For one term of H,

[a_r, a_p* a_q] = {a_r, a_p*} a_q − a_p* {a_r, a_q} = δ_rp a_q.

Summing gives [a_r, H] = Σ_q h_rq a_q. The anticommutator with a_s* then selects q = s and leaves h_rs times the identity. In the proof, `key` is the formula for one term and `step` is the summed commutator.

```lean
/-- A commutator with `a_r` followed by an anticommutator with `a_s*` reads off the
hopping amplitude `h_rs`. -/
theorem hopping_amplitude {a : ι → A} (ha : IsCAR a) (h : ι → ι → ℂ) (r s : ι) :
    (a r * hopping a h - hopping a h * a r) * star (a s)
      + star (a s) * (a r * hopping a h - hopping a h * a r) = h r s • (1 : A) := by
  have key : ∀ p q, a r * (star (a p) * a q) - star (a p) * a q * a r
      = if r = p then a q else 0 := by
    intro p q
    have e : a r * (star (a p) * a q) - star (a p) * a q * a r
        = (a r * star (a p) + star (a p) * a r) * a q
          - star (a p) * (a r * a q + a q * a r) := by
      noncomm_ring
    rw [e, ha.mixed, ha.anti]
    split_ifs <;> simp
  -- the commutator leaves a single annihilation operator
  have step : a r * hopping a h - hopping a h * a r = ∑ q, h r q • a q := by
    simp only [hopping, Finset.sum_mul, Finset.mul_sum, ← Finset.sum_sub_distrib,
      smul_mul_assoc, mul_smul_comm, ← smul_sub, key]
    rw [Finset.sum_comm]
    simp [smul_ite]
  rw [step]
  simp only [Finset.sum_mul, Finset.mul_sum, ← Finset.sum_add_distrib,
    smul_mul_assoc, mul_smul_comm, ← smul_add, ha.mixed]
  simp [smul_ite]
```

## (h) When hopping conserves N_w

Show that [N_w, H] = 0 exactly when h_pq ≠ 0 implies w_p = w_q.

By (e),

[N_w, H] = Σ_pq h_pq (w_p − w_q) a_p* a_q.

If every nonzero amplitude joins equal weights, each term vanishes. Conversely, the right-hand side is itself a hopping operator. If it is zero, (g) gives h_pq (w_p − w_q) 1 = 0 for all p and q. Since 1 ≠ 0 in the algebra, which is the assumption `Nontrivial A`, a nonzero h_pq forces w_p = w_q. The step `comm` is the displayed formula, and the two bullets are the converse and the direct implication, in that order.

```lean
/-- A hopping operator commutes with `N_w` exactly when every nonzero amplitude connects modes of
equal weight. -/
theorem hopping_conserves_iff [Nontrivial A] {a : ι → A} (ha : IsCAR a) (w : ι → ℝ)
    (h : ι → ι → ℂ) :
    Commute (charge a w) (hopping a h) ↔ ∀ p q, h p q ≠ 0 → w p = w q := by
  -- the commutator is again a hopping operator, with amplitudes `h_pq (w_p - w_q)`
  have comm : charge a w * hopping a h - hopping a h * charge a w
      = hopping a (fun p q => h p q * ((w p - w q : ℝ) : ℂ)) := by
    simp only [hopping, Finset.sum_mul, Finset.mul_sum, ← Finset.sum_sub_distrib,
      smul_mul_assoc, mul_smul_comm, ← smul_sub, hop_commutator ha, smul_smul]
  constructor
  · intro hc p q hpq
    have hz := hopping_amplitude ha (fun p q => h p q * ((w p - w q : ℝ) : ℂ)) p q
    rw [← comm, sub_eq_zero.mpr hc.eq] at hz
    simp only [mul_zero, zero_mul, sub_zero, add_zero] at hz
    have h0 := (smul_eq_zero.mp hz.symm).resolve_right one_ne_zero
    have h1 := (mul_eq_zero.mp h0).resolve_left hpq
    exact sub_eq_zero.mp (Complex.ofReal_eq_zero.mp h1)
  · intro hw
    apply sub_eq_zero.mp
    rw [comm]
    unfold hopping
    refine Finset.sum_eq_zero fun p _ => Finset.sum_eq_zero fun q _ => ?_
    by_cases hpq : h p q = 0
    · simp [hpq]
    · simp [hw p q hpq]
```

## (i) Electron number and spin projection

Label each spin orbital by a pair: a spatial label and a spin, with `true` for up and `false` for down. Decide when H conserves the electron number and the total spin projection.

```lean
/-- The spin projection of a spin orbital: `1/2` for spin up (`true`), `-1/2` for spin down. -/
def spinProjection {κ : Type*} (p : κ × Bool) : ℝ :=
  if p.2 then 1 / 2 else -1 / 2
```

For the electron number all weights are 1, so the condition in (h) always holds. For the spin projection the weights are ±1/2, and two of them agree exactly when the spins agree. Hence H conserves the total spin projection exactly when no nonzero amplitude flips a spin. Spin-flip hopping, such as spin–orbit coupling can produce, breaks this second law but not the first. In the proof, `key` compares the weights in the four spin cases, and `p.2` is the spin of p.

```lean
/-- Hopping between spin orbitals always conserves the electron number, and it conserves the
total spin projection exactly when every nonzero amplitude preserves the spin. -/
theorem electron_number_and_spin {κ : Type*} [Fintype κ] [DecidableEq κ] [Nontrivial A]
    {a : κ × Bool → A} (ha : IsCAR a) (h : κ × Bool → κ × Bool → ℂ) :
    Commute (charge a (fun _ => 1)) (hopping a h) ∧
      (Commute (charge a spinProjection) (hopping a h) ↔
        ∀ p q, h p q ≠ 0 → p.2 = q.2) := by
  have key : ∀ p q : κ × Bool, spinProjection p = spinProjection q ↔ p.2 = q.2 := by
    rintro ⟨i, s⟩ ⟨j, t⟩
    cases s <;> cases t <;> norm_num [spinProjection]
  refine ⟨(hopping_conserves_iff ha _ h).2 fun _ _ _ => rfl, ?_⟩
  rw [hopping_conserves_iff ha]
  simp only [key]
```

## (j) Two modes as 4×4 matrices

Check that the anticommutation relations have a concrete realisation for two modes, numbered 0 and 1.

In the occupation basis |00⟩, |01⟩, |10⟩, |11⟩, where the first digit is the occupation of mode 0 and the second that of mode 1, take

a_0 = |00⟩⟨10| + |01⟩⟨11|,  a_1 = |00⟩⟨01| − |10⟩⟨11|.

```lean
/-- Integer matrix entries of the annihilation operators of two fermionic modes in the
occupation basis `00, 01, 10, 11`. -/
def modeEntries : Fin 2 → Matrix (Fin 4) (Fin 4) ℤ :=
  ![!![0, 0, 1, 0; 0, 0, 0, 1; 0, 0, 0, 0; 0, 0, 0, 0],
    !![0, 1, 0, 0; 0, 0, 0, 0; 0, 0, 0, -1; 0, 0, 0, 0]]

/-- The annihilation operators of two fermionic modes as complex matrices. -/
def twoModes (p : Fin 2) : Matrix (Fin 4) (Fin 4) ℂ :=
  (Int.castRingHom ℂ).mapMatrix (modeEntries p)
```

Both matrices square to zero. On |11⟩, a_0 a_1 gives −|00⟩ and a_1 a_0 gives |00⟩; on the other basis states both products vanish, so {a_0, a_1} = 0. For each mode, a_p* a_p and a_p a_p* project onto the occupied and empty states, so they add to 1. Finally, a_0 a_1* and a_1* a_0 send |10⟩ to −|01⟩ and |01⟩, and both vanish on the other basis states. Thus {a_0, a_1*} = 0, and its adjoint gives the remaining relation.

The proof decides these identities on integer matrices, where the adjoint is the transpose, and carries them over to complex matrices.

```lean
/-- The two-mode matrices satisfy the canonical anticommutation relations. -/
theorem isCAR_witness : IsCAR twoModes := by
  -- both relations are checked on the integer entries
  have hanti : ∀ p q, modeEntries p * modeEntries q + modeEntries q * modeEntries p = 0 := by
    decide +kernel
  have hmixed : ∀ p q, modeEntries p * (modeEntries q).transpose
      + (modeEntries q).transpose * modeEntries p = if p = q then 1 else 0 := by
    decide +kernel
  have hstar : ∀ q, star (twoModes q)
      = (Int.castRingHom ℂ).mapMatrix (modeEntries q).transpose := by
    intro q
    ext i j
    simp [twoModes, Matrix.star_apply]
  constructor
  · intro p q
    unfold twoModes
    rw [← map_mul, ← map_mul, ← map_add, hanti, map_zero]
  · intro p q
    rw [hstar]
    unfold twoModes
    rw [← map_mul, ← map_mul, ← map_add, hmixed]
    split_ifs
    · exact map_one _
    · exact map_zero _

end

end WeightedNumberSymmetry
```

```lean
#print axioms WeightedNumberSymmetry.charge_selfAdjoint
#print axioms WeightedNumberSymmetry.two_body_charge
#print axioms WeightedNumberSymmetry.electron_number_and_spin
```

```
'WeightedNumberSymmetry.charge_selfAdjoint' depends on axioms: [propext, Classical.choice, Quot.sound]
'WeightedNumberSymmetry.two_body_charge' depends on axioms: [propext, Classical.choice, Quot.sound]
'WeightedNumberSymmetry.electron_number_and_spin' depends on axioms: [propext, Classical.choice, Quot.sound]
```
